# Thermal average of a quadratic polynomial in the kinetic energy under a power-law times Boltzmann weight

The total kinetic energy x > 0 of colliding carriers is given the thermal weight x^(s−1) e^(−x/T), with s > 0 and thermal energy T > 0. The theorem `average_quadratic` says that, for any real a, b and c, the function a + bx + cx² is integrable against this weight, and that its average, normalised by the integral of the weight, is a + b·sT + c·s(s+1)T². The proof absorbs each factor of x into the weight by raising s by one, which leaves three integrals of the form T^r Γ(r), with r = s, s+1 and s+2. It then reduces these to T^s and Γ(s) by the recurrences for powers and for the Gamma function, and leaves the remaining algebra to `ring`.

The failing Lean file:

```lean
import Mathlib

open MeasureTheory Set Filter Topology

namespace IndirectAuger

noncomputable section

/-- Thermal weight of the total kinetic energy `x > 0` of the colliding carriers, with
thermal energy `T > 0` and phase-space exponent `s > 0`. -/
def weight (s T x : ℝ) : ℝ := x ^ (s - 1) * Real.exp (-x / T)

/-- Average of `f` over the kinetic energy with the normalised thermal weight,
for `s > 0` and `T > 0`. -/
def thermalAverage (s T : ℝ) (f : ℝ → ℝ) : ℝ :=
  (∫ x in Ioi (0 : ℝ), f x * weight s T x) / ∫ x in Ioi (0 : ℝ), weight s T x

/-- The thermal weight is integrable and its integral is `T ^ s Γ(s)`. -/
theorem weight_integral {s T : ℝ} (hs : 0 < s) (hT : 0 < T) :
    Integrable (weight s T) (volume.restrict (Ioi 0)) ∧
      ∫ x in Ioi (0 : ℝ), weight s T x = T ^ s * Real.Gamma s := by
  have e : ∀ x, weight s T x = x ^ (s - 1) * Real.exp (-(T⁻¹ * x)) := by
    intro x
    rw [weight, show -x / T = -(T⁻¹ * x) by ring]
  have h := Real.integral_rpow_mul_exp_neg_mul_Ioi hs (inv_pos.mpr hT)
  rw [one_div, inv_inv] at h
  have hI : ∫ x in Ioi (0 : ℝ), weight s T x = T ^ s * Real.Gamma s := by
    simp only [e]
    exact h
  refine ⟨?_, hI⟩
  -- a non-integrable function would have integral zero
  by_contra hn
  have h0 : ∫ x in Ioi (0 : ℝ), weight s T x = 0 := integral_undef hn
  have hpos : 0 < T ^ s * Real.Gamma s :=
    mul_pos (Real.rpow_pos_of_pos hT s) (Real.Gamma_pos_of_pos hs)
  linarith

/-- A quadratic polynomial in the kinetic energy is integrable against the weight, and its
average follows from the moments `⟨x⟩ = s T` and `⟨x²⟩ = s (s + 1) T²`. -/
theorem average_quadratic {s T : ℝ} (hs : 0 < s) (hT : 0 < T) (a b c : ℝ) :
    Integrable (fun x => (a + b * x + c * x ^ 2) * weight s T x) (volume.restrict (Ioi 0)) ∧
      thermalAverage s T (fun x => a + b * x + c * x ^ 2)
        = a + b * (s * T) + c * (s * (s + 1) * T ^ 2) := by
  have hs1 : 0 < s + 1 := by linarith
  have hs2 : 0 < s + 1 + 1 := by linarith
  -- a factor of x raises the exponent s by one
  have shift : ∀ r x : ℝ, 0 < x → weight (r + 1) T x = x * weight r T x := by
    intro r x hx
    have h : x ^ (r + 1 - 1) = x ^ (r - 1) * x := by
      rw [← Real.rpow_add_one hx.ne', show r + 1 - 1 = r - 1 + 1 by ring]
    rw [weight, weight, h]
    ring
  have hq : ∀ x ∈ Ioi (0 : ℝ), (a + b * x + c * x ^ 2) * weight s T x
      = a * weight s T x + b * weight (s + 1) T x + c * weight (s + 1 + 1) T x := by
    intro x hx
    rw [shift (s + 1) x hx, shift s x hx]
    ring
  have hA := (weight_integral hs hT).1.const_mul a
  have hB := (weight_integral hs1 hT).1.const_mul b
  have hC := (weight_integral hs2 hT).1.const_mul c
  have hAB : Integrable (fun x => a * weight s T x + b * weight (s + 1) T x)
      (volume.restrict (Ioi 0)) := hA.add hB
  have hABC : Integrable (fun x => a * weight s T x + b * weight (s + 1) T x
      + c * weight (s + 1 + 1) T x) (volume.restrict (Ioi 0)) := hAB.add hC
  constructor
  · refine hABC.congr ?_
    filter_upwards [ae_restrict_mem measurableSet_Ioi] with x hx
    exact (hq x hx).symm
  · have hG := Real.Gamma_pos_of_pos hs
    have hP := Real.rpow_pos_of_pos hT s
    unfold thermalAverage
    rw [setIntegral_congr_fun measurableSet_Ioi hq, integral_add hAB hC, integral_add hA hB,
      integral_const_mul, integral_const_mul, integral_const_mul, (weight_integral hs hT).2,
      (weight_integral hs1 hT).2, (weight_integral hs2 hT).2, Real.Gamma_add_one hs1.ne',
      Real.Gamma_add_one hs.ne', Real.rpow_add_one hT.ne', Real.rpow_add_one hT.ne',
      div_eq_iff (mul_pos hP hG).ne']
    ring

end

end IndirectAuger
```

The error:

```
Try this:
  [apply] ring_nf
  
  The `ring` tactic failed to close the goal. Use `ring_nf` to obtain a normal form.
    
  Note that `ring` works primarily in *commutative* rings. If you have a noncommutative ring, abelian group or module, consider using `noncomm_ring`, `abel` or `module` instead.
Main.lean:69:2: error: unsolved goals
case right
s T : ℝ
hs : 0 < s
hT : 0 < T
a b c : ℝ
hs1 : 0 < s + 1
hs2 : 0 < s + 1 + 1
shift : ∀ (r x : ℝ), 0 < x → weight (r + 1) T x = x * weight r T x
hq :
  ∀ x ∈ Ioi 0,
    (a + b * x + c * x ^ 2) * weight s T x = a * weight s T x + b * weight (s + 1) T x + c * weight (s + 1 + 1) T x
hA : Integrable (fun x => a * weight s T x) (volume.restrict (Ioi 0))
hB : Integrable (fun x => b * weight (s + 1) T x) (volume.restrict (Ioi 0))
hC : Integrable (fun x => c * weight (s + 1 + 1) T x) (volume.restrict (Ioi 0))
hAB : Integrable (fun x => a * weight s T x + b * weight (s + 1) T x) (volume.restrict (Ioi 0))
hABC :
  Integrable (fun x => a * weight s T x + b * weight (s + 1) T x + c * weight (s + 1 + 1) T x) (volume.restrict (Ioi 0))
hG : 0 < Real.Gamma s
hP : 0 < T ^ s
⊢ a * T ^ s * Real.Gamma s + T ^ s * Real.Gamma s * b * T * s + Real.Gamma s * T * s * c * T ^ (1 + s) +
      Real.Gamma s * T * s ^ 2 * c * T ^ (1 + s) =
    a * T ^ s * Real.Gamma s + T ^ s * Real.Gamma s * b * T * s + T ^ s * Real.Gamma s * T ^ 2 * s * c +
      T ^ s * Real.Gamma s * T ^ 2 * s ^ 2 * c
```

The error is an unsolved goal in the second half of the theorem, the value of the average. `ring` could not close it because `T ^ (1 + s)` was still present on the left, while the right had only `T ^ s` and `T ^ 2`. The exponent `s` is a real variable, and `ring` does not use the rule that T^(1+s) = T^s · T, which needs T ≠ 0 or a similar condition.

The power was left over because of the order of the rewrites. With its exponent left open, the first `Real.rpow_add_one hT.ne'` matched `T ^ (s + 1)`, in the b term, and turned it into `T ^ s * T`. The second then matched `T ^ (s + 1 + 1)`, in the c term, and produced a new `T ^ (s + 1)`, which no later rewrite expanded.

The repair gives the exponents explicitly. The rewrite at `s + 1` now comes first and splits the higher power, and the one at `s` then expands every `T ^ (s + 1)`, including the new one. Only `T ^ s` and ordinary powers of `T` remain, and `ring` closes the goal.

Fix (accepted with no message):

```diff
@@ -73,5 +73,5 @@
       integral_const_mul, integral_const_mul, integral_const_mul, (weight_integral hs hT).2,
       (weight_integral hs1 hT).2, (weight_integral hs2 hT).2, Real.Gamma_add_one hs1.ne',
-      Real.Gamma_add_one hs.ne', Real.rpow_add_one hT.ne', Real.rpow_add_one hT.ne',
+      Real.Gamma_add_one hs.ne', Real.rpow_add_one hT.ne' (s + 1), Real.rpow_add_one hT.ne' s,
       div_eq_iff (mul_pos hP hG).ne']
     ring
```
